# The last position divided by the elapsed time is the minimum-variance linear unbiased slope estimator for a random walk with drift

Let $y_1,\dots,y_n$ be positions at times $1,\dots,n$, with mean $E[y_k]=Dk$ and covariance $\mathrm{Cov}(y_i,y_j)=\min(i,j)$. This describes a walk that starts at zero and whose steps are uncorrelated, each with mean $D$ and variance 1. The unit variance fixes the scale of the data, and the time step is the unit of time. A linear estimator of the slope $D$ is a sum $\sum_k w_k y_k$ with fixed real weights $w_k$.

Lean numbers the data from zero: an index `k` in `Fin n` stands for the time `k + 1`. The formulas in the prose use the times $1,\dots,n$.

```lean
import Mathlib

open MeasureTheory ProbabilityTheory

namespace RandomWalkSlope

noncomputable section

variable {n : ℕ}
```

The file loads Mathlib and lets `n` be any natural number. The value $n=0$ needs no separate exclusion, because no weights can then meet the condition of unbiasedness.

```lean
/-- The quadratic form `∑ w_i w_j min(i,j)` of the weights, with times `1, …, n`. -/
def walkVariance (w : Fin n → ℝ) : ℝ :=
  ∑ i : Fin n, ∑ j : Fin n, w i * w j * min (((i : ℕ) : ℝ) + 1) (((j : ℕ) : ℝ) + 1)
```

The type `Fin n → ℝ` is a list of $n$ real numbers, here the weights. The definition reads
$$V(w)=\sum_{i,j=1}^n w_iw_j\min(i,j).$$
The `+ 1` in the code converts indices to times.

```lean
/-- The total weight given to the data with index `m` or later, that is, from time `m + 1` on. -/
def tailWeight (w : Fin n → ℝ) (m : Fin n) : ℝ :=
  ∑ k : Fin n, (if m ≤ k then (1 : ℝ) else 0) * w k
```

This is the tail weight $T_m=\sum_{k\ge m}w_k$, written with a factor that is 1 for $k\ge m$ and 0 otherwise. The $m$-th step of the walk is contained in every position from time $m$ on, so $T_m$ is the weight with which that step enters the estimator.

```lean
/-- The weights that use only the last data point, divided by the total time `n`. -/
def endpointWeight (n : ℕ) : Fin n → ℝ :=
  fun k => if (k : ℕ) + 1 = n then 1 / (n : ℝ) else 0
```

The endpoint weights are $w_n=1/n$ and $w_k=0$ for $k<n$. They give the estimator $y_n/n$.

```lean
/-- Data with mean `D k` and random-walk covariance `min(i,j)` at the times `1, …, n`. -/
structure IsDriftWalk {Ω : Type*} [MeasurableSpace Ω] (μ : Measure Ω)
    (Y : Fin n → Ω → ℝ) (D : ℝ) : Prop where
  memLp : ∀ i, MemLp (Y i) 2 μ
  mean : ∀ i, ∫ ω, Y i ω ∂μ = D * (((i : ℕ) : ℝ) + 1)
  cov : ∀ i j, covariance (Y i) (Y j) μ = min (((i : ℕ) : ℝ) + 1) (((j : ℕ) : ℝ) + 1)
```

`IsDriftWalk` collects the assumptions on the data. The $y_k$ are random variables on a space `Ω` with measure `μ`; they are square-integrable (`memLp`) and have the stated mean and covariance. Neither Gaussian nor independent steps are required.

## Variance in terms of steps

```lean
/-- The number of steps made up to a given time equals that time. -/
lemma count_steps (k : Fin n) :
    (∑ m : Fin n, if m ≤ k then (1 : ℝ) else 0) = ((k : ℕ) : ℝ) + 1 := by
  have h : Finset.univ.filter (fun m : Fin n => m ≤ k) = Finset.Iic k := by
    ext m
    simp
  rw [Finset.sum_boole, h, Fin.card_Iic]
  push_cast
  rfl
```

Exactly $k$ steps have been made by time $k$. The proof identifies the steps counted with the interval of indices up to `k` and uses its known size.

```lean
/-- The tail weights add up to the response `∑ (k + 1) w_k` of the estimator to a unit slope. -/
theorem sum_tailWeight (w : Fin n → ℝ) :
    ∑ m, tailWeight w m = ∑ k : Fin n, (((k : ℕ) : ℝ) + 1) * w k := by
  unfold tailWeight
  rw [Finset.sum_comm]
  refine Finset.sum_congr rfl fun k _ => ?_
  rw [← Finset.sum_mul, count_steps]
```

Exchanging the order of summation gives
$$\sum_m T_m=\sum_k w_k\sum_{m\le k}1=\sum_k k\,w_k .$$
`Finset.sum_comm` makes the exchange, and `count_steps` evaluates the inner sum.

```lean
/-- The random-walk variance is the sum of the squared tail weights. -/
theorem walkVariance_eq_sum_sq (w : Fin n → ℝ) :
    walkVariance w = ∑ m, tailWeight w m ^ 2 := by
  -- two positions share the steps made up to the earlier time
  have key : ∀ i j : Fin n,
      ∑ m : Fin n, (if m ≤ i then (1 : ℝ) else 0) * (if m ≤ j then (1 : ℝ) else 0)
        = min (((i : ℕ) : ℝ) + 1) (((j : ℕ) : ℝ) + 1) := by
    intro i j
    rcases le_total i j with h | h
    · have h' : ((i : ℕ) : ℝ) ≤ ((j : ℕ) : ℝ) := Nat.cast_le.mpr (Fin.le_def.mp h)
      rw [min_eq_left (by linarith), ← count_steps i]
      refine Finset.sum_congr rfl fun m _ => ?_
      by_cases hm : m ≤ i
      · simp [hm, hm.trans h]
      · simp [hm]
    · have h' : ((j : ℕ) : ℝ) ≤ ((i : ℕ) : ℝ) := Nat.cast_le.mpr (Fin.le_def.mp h)
      rw [min_eq_right (by linarith), ← count_steps j]
      refine Finset.sum_congr rfl fun m _ => ?_
      by_cases hm : m ≤ j
      · simp [hm, hm.trans h]
      · simp [hm]
  unfold walkVariance
  simp_rw [sq, tailWeight, Finset.sum_mul_sum]
  symm
  rw [Finset.sum_comm]
  refine Finset.sum_congr rfl fun i _ => ?_
  rw [Finset.sum_comm]
  refine Finset.sum_congr rfl fun j _ => ?_
  rw [← key i j, Finset.mul_sum]
  refine Finset.sum_congr rfl fun m _ => ?_
  ring
```

Positions at times $i$ and $j$ share the steps up to the earlier time, so $\min(i,j)$ is the number of $m$ with $m\le i$ and $m\le j$. Hence
$$V(w)=\sum_m\sum_{i\ge m}\sum_{j\ge m}w_iw_j=\sum_m T_m^2 .$$
The auxiliary statement `key` is the count of shared steps, proved separately for $i\le j$ and $j\le i$. The remaining lines expand the square and reorder the sums.

## The lower bound and its unique minimiser

```lean
/-- For weights with `∑ (k + 1) w_k = 1`, the variance in excess of `1/n` is the sum of the squared
deviations of the tail weights from `1/n`. -/
theorem excess_variance (w : Fin n → ℝ)
    (hw : ∑ k : Fin n, (((k : ℕ) : ℝ) + 1) * w k = 1) :
    walkVariance w - 1 / n = ∑ m, (tailWeight w m - 1 / n) ^ 2 := by
  have hn : (n : ℝ) ≠ 0 := by
    rintro h
    have h0 : n = 0 := by exact_mod_cast h
    subst h0
    simp at hw
  have e : ∀ m, (tailWeight w m - 1 / (n : ℝ)) ^ 2
      = tailWeight w m ^ 2 - (2 / (n : ℝ)) * tailWeight w m + (1 / (n : ℝ)) ^ 2 := by
    intro m
    ring
  have h1 : (n : ℝ) * (1 / (n : ℝ)) ^ 2 = 1 / n := by field_simp
  rw [Finset.sum_congr rfl (fun m _ => e m), Finset.sum_add_distrib,
    Finset.sum_sub_distrib, ← Finset.mul_sum, sum_tailWeight, hw, walkVariance_eq_sum_sq,
    Finset.sum_const, Finset.card_univ, Fintype.card_fin, nsmul_eq_mul, h1]
  ring
```

The hypothesis `hw` is $\sum_k k\,w_k=1$, so the tail weights sum to 1. Expanding the square then gives
$$\sum_m\Big(T_m-\frac1n\Big)^2=\sum_m T_m^2-\frac2n\sum_m T_m+\frac1n=V(w)-\frac1n .$$
The proof first obtains $n\ne0$ from `hw`, since an empty sum cannot equal 1. It then expands each term (`e`) and inserts the two preceding theorems.

```lean
/-- Every tail weight of the endpoint estimator equals `1/n`. -/
lemma tailWeight_endpoint (m : Fin n) : tailWeight (endpointWeight n) m = 1 / n := by
  have hm := m.isLt
  unfold tailWeight
  rw [Finset.sum_eq_single (⟨n - 1, by omega⟩ : Fin n)]
  · have h1 : m ≤ (⟨n - 1, by omega⟩ : Fin n) := by
      change (m : ℕ) ≤ n - 1
      omega
    have h2 : n - 1 + 1 = n := by omega
    rw [if_pos h1, one_mul]
    exact if_pos h2
  · intro b _ hb
    have h : (b : ℕ) + 1 ≠ n := by
      intro h
      apply hb
      apply Fin.ext
      change (b : ℕ) = n - 1
      omega
    rw [show endpointWeight n b = 0 from if_neg h, mul_zero]
  · intro h
    exact absurd (Finset.mem_univ _) h
```

For the endpoint estimator, every tail contains the last weight $1/n$ and otherwise only zeros, so $T_m=1/n$ for all $m$. `Finset.sum_eq_single` reduces the sum to that one term.

```lean
/-- Weights whose tail weights all equal `1/n` are the endpoint weights. -/
lemma eq_endpoint_of_tailWeight (w : Fin n → ℝ) (h : ∀ m, tailWeight w m = 1 / n) :
    w = endpointWeight n := by
  funext k
  by_cases hk : (k : ℕ) + 1 = n
  · -- the last tail consists of the last weight alone
    have e : ∀ j : Fin n, (if k ≤ j then (1 : ℝ) else 0) * w j
        = if j = k then w j else 0 := by
      intro j
      have hj := j.isLt
      simp only [Fin.le_def, Fin.ext_iff]
      split_ifs <;> first | omega | simp
    have t : tailWeight w k = w k := by
      unfold tailWeight
      rw [Finset.sum_congr rfl (fun j _ => e j)]
      simp
    rw [← t, h k]
    exact (if_pos hk).symm
  · -- neighbouring tails differ by one weight
    have hlt : (k : ℕ) + 1 < n := by
      have := k.isLt
      omega
    have e : ∀ j : Fin n, (if k ≤ j then (1 : ℝ) else 0) * w j
        = (if j = k then w j else 0)
          + (if (⟨(k : ℕ) + 1, hlt⟩ : Fin n) ≤ j then (1 : ℝ) else 0) * w j := by
      intro j
      simp only [Fin.le_def, Fin.ext_iff]
      split_ifs <;> first | omega | simp
    have t : tailWeight w k = w k + tailWeight w ⟨(k : ℕ) + 1, hlt⟩ := by
      unfold tailWeight
      rw [Finset.sum_congr rfl (fun j _ => e j), Finset.sum_add_distrib]
      congr 1
      simp
    rw [h, h] at t
    rw [show endpointWeight n k = 0 from if_neg hk]
    linarith
```

Conversely, the tails determine the weights: $w_n=T_n$, and $w_k=T_k-T_{k+1}$ for $k<n$. If all tails equal $1/n$, then $w_n=1/n$ and the other weights vanish. The two cases of the proof are these two formulas. For $n=1$ only the first occurs.

```lean
/-- Weights with `∑ (k + 1) w_k = 1` have random-walk variance at least `1/n`, with equality exactly
for the endpoint weights. -/
theorem walkVariance_bound (w : Fin n → ℝ)
    (hw : ∑ k : Fin n, (((k : ℕ) : ℝ) + 1) * w k = 1) :
    1 / (n : ℝ) ≤ walkVariance w ∧
      (walkVariance w = 1 / n ↔ w = endpointWeight n) := by
  have hex := excess_variance w hw
  have hpos : ∀ m ∈ Finset.univ, 0 ≤ (tailWeight w m - 1 / (n : ℝ)) ^ 2 :=
    fun m _ => sq_nonneg _
  refine ⟨by linarith [Finset.sum_nonneg hpos], fun h => ?_, fun h => ?_⟩
  · rw [h, sub_self] at hex
    have hz := (Finset.sum_eq_zero_iff_of_nonneg hpos).mp hex.symm
    exact eq_endpoint_of_tailWeight w fun m =>
      sub_eq_zero.mp (pow_eq_zero_iff two_ne_zero |>.mp (hz m (Finset.mem_univ m)))
  · have hz : ∑ m, (tailWeight w m - 1 / (n : ℝ)) ^ 2 = 0 := by
      refine Finset.sum_eq_zero fun m _ => ?_
      rw [h, tailWeight_endpoint, sub_self]
      norm_num
    linarith
```

A sum of squares is nonnegative, so $V(w)\ge1/n$. If $V(w)=1/n$, the sum of squares in `excess_variance` is zero, every term is zero, and all tails equal $1/n$; `eq_endpoint_of_tailWeight` then gives the endpoint weights. In the other direction, `tailWeight_endpoint` makes every square zero, and $V(w)=1/n$ follows.

## From weights to random data

```lean
/-- For random-walk data with nonzero slope `D`, a linear estimator with expectation `D` has
variance at least `1/n`, with equality exactly for the endpoint weights. -/
theorem slope_estimator_bound {Ω : Type*} [MeasurableSpace Ω] {μ : Measure Ω}
    [IsProbabilityMeasure μ] {Y : Fin n → Ω → ℝ} {D : ℝ} (hY : IsDriftWalk μ Y D)
    (hD : D ≠ 0) (w : Fin n → ℝ) (hw : ∫ ω, ∑ i, w i * Y i ω ∂μ = D) :
    1 / (n : ℝ) ≤ variance (fun ω => ∑ i, w i * Y i ω) μ ∧
      (variance (fun ω => ∑ i, w i * Y i ω) μ = 1 / n ↔ w = endpointWeight n) := by
  -- the expectation is `D ∑ k w_k`
  have hmean : ∫ ω, ∑ i, w i * Y i ω ∂μ
      = D * ∑ k : Fin n, (((k : ℕ) : ℝ) + 1) * w k := by
    rw [MeasureTheory.integral_finsetSum _
      (fun i _ => ((hY.memLp i).integrable one_le_two).const_mul (w i)), Finset.mul_sum]
    refine Finset.sum_congr rfl fun i _ => ?_
    rw [integral_const_mul, hY.mean]
    ring
  -- the variance is the quadratic form of the weights
  have hvar : variance (fun ω => ∑ i, w i * Y i ω) μ = walkVariance w := by
    rw [variance_fun_sum (fun i => (hY.memLp i).const_mul (w i))]
    refine Finset.sum_congr rfl fun i _ => Finset.sum_congr rfl fun j _ => ?_
    rw [covariance_const_mul_left, covariance_const_mul_right, hY.cov]
    ring
  rw [hvar]
  refine walkVariance_bound w (mul_left_cancel₀ hD ?_)
  rw [← hmean, hw, mul_one]
```

Here the estimator is a random variable, with Mathlib's integral as its expectation and Mathlib's `variance` as its variance. If its expectation is $D$ and $D\neq0$, its variance is at least $1/n$, with equality exactly for the endpoint weights.

By linearity of the expectation,
$$E\Big[\sum_k w_ky_k\Big]=D\sum_k k\,w_k ,$$
which is `hmean`. Setting this equal to $D$ and cancelling $D\ne0$ gives $\sum_k k\,w_k=1$, the condition that makes the estimator unbiased for every slope. At $D=0$ the expectation would be zero for any weights and would say nothing about them. By bilinearity of the covariance,
$$\mathrm{Var}\Big(\sum_k w_ky_k\Big)=\sum_{i,j}w_iw_j\min(i,j)=V(w),$$
which is `hvar`. The bound on the weights then applies.

In molecular dynamics, this bears on estimating the steady drift velocity of a particle under a constant force from positions recorded at equal intervals and measured from the starting point, if the displacements between successive records are uncorrelated and have equal variance. The unit of time is then the recording interval, not the integration time step. In that model, a straight-line fit that uses all positions and is linear and unbiased cannot have a smaller variance than the final displacement divided by the time. The theorem does not cover correlated steps, added measurement noise, or mean-squared displacements, whose covariance is different.

## A walk driven by two coin tosses

```lean
/-- A coin toss read as a step `+1` or `-1`. -/
def coin (b : Bool) : ℝ := if b then 1 else -1
```

A toss with outcome `true` or `false` becomes a random step $c=\pm1$.

```lean
/-- The two positions of a walk with drift `D` driven by two coin tosses. -/
def coinWalk (D : ℝ) : Fin 2 → Bool × Bool → ℝ :=
  ![fun ω => D + coin ω.1, fun ω => 2 * D + coin ω.1 + coin ω.2]
```

With two tosses $c_1$ and $c_2$, the positions are $y_1=D+c_1$ and $y_2=2D+c_1+c_2$.

```lean
/-- At the times `1, 2`, two fair coin tosses with drift `D` give data with mean `D k` and
covariance `min(i,j)`. -/
theorem isDriftWalk_witness (D : ℝ) :
    IsDriftWalk (PMF.uniformOfFintype (Bool × Bool)).toMeasure (coinWalk D) D := by
  have hp : ∀ a, (PMF.uniformOfFintype (Bool × Bool) a).toReal = 1 / 4 := by
    intro a
    rw [PMF.uniformOfFintype_apply, ENNReal.toReal_inv, ENNReal.toReal_natCast]
    norm_num [Fintype.card_prod]
  -- expectations are averages over the four outcomes
  have E : ∀ f : Bool × Bool → ℝ,
      ∫ ω, f ω ∂(PMF.uniformOfFintype (Bool × Bool)).toMeasure
        = (f (true, true) + f (true, false) + f (false, true) + f (false, false)) / 4 := by
    intro f
    rw [PMF.integral_eq_sum]
    simp only [hp, Fintype.sum_prod_type, Fintype.sum_bool, smul_eq_mul]
    ring
  refine ⟨fun i => MemLp.of_discrete, fun i => ?_, fun i j => ?_⟩
  · rw [E]
    fin_cases i <;> norm_num [coinWalk, coin] <;> ring
  · simp only [covariance, E]
    fin_cases i <;> fin_cases j <;> norm_num [coinWalk, coin, min_def] <;> ring

end

end RandomWalkSlope
```

All four outcomes have probability $1/4$, so each toss has mean 0 and variance 1, and the product $c_1c_2$ has mean 0. The means of the positions are therefore $D$ and $2D$, their variances are 1 and 2, and their covariance is 1, as `IsDriftWalk` demands. In the proof, `E` writes an expectation as the average over the four outcomes, and `fin_cases` goes through the indices one by one.

For this walk $y_1$ and $y_2/2$ are both unbiased estimators of $D$. Their variances are $1$ and $2/4=1/2$, and the second equals the bound $1/n$ at $n=2$.

```lean
#print axioms RandomWalkSlope.slope_estimator_bound
-- 'RandomWalkSlope.slope_estimator_bound' depends on axioms: [propext, Classical.choice, Quot.sound]
```
